# Retrograde solid solubility for an ideal liquidus and positive distribution enthalpy

Let a solute dissolve in a solid solvent that melts at Tm, with the solid in equilibrium with the liquid. In the model

x_s(T) = exp(c − H/(RT)) · (1 − exp(−(L/R)(1/T − 1/Tm))),

with H, L, R, Tm > 0 and c real, the solid solubility x_s, given as a mole fraction, has exactly one global maximum on 0 < T < Tm. It lies at the temperature T* given by

1/T* = 1/Tm + (R/L) ln(1 + L/H).

The solubility is therefore retrograde: on cooling from the melting point it first grows, and only below T* does it shrink. Here R is the gas constant, L is the molar melting enthalpy of the solvent, and H and c describe how the solute divides itself between solid and liquid. All of them are real numbers in consistent units, independent of temperature.

```lean
import Mathlib

open Set

namespace RetrogradeSolubility

noncomputable section

variable {c H L R Tm T : ℝ}
```

## The two factors of the solubility

Let x_l be the mole fraction of the solute in the liquid, called the solute fraction below. If the solid is nearly pure solvent and the liquid is ideal, equal chemical potentials of the solvent in the two phases require

RT ln(1 − x_l) = −L(1 − T/Tm).

Dividing by RT and solving for x_l gives the liquidus

x_l = 1 − exp(−(L/R)(1/T − 1/Tm)).

The file takes this formula as a definition, so the thermodynamic argument behind it is an input.

```lean
/-- Solute fraction of the liquid on the ideal liquidus of a solvent with melting enthalpy `L`
and melting point `Tm`, over a nearly pure solid; for nonzero `R`, `T`, `Tm`. -/
def liquidusSolute (L R Tm T : ℝ) : ℝ := 1 - Real.exp (-(L / R) * (1 / T - 1 / Tm))
```

Equal chemical potentials of the solute fix the ratio k = x_s/x_l. For a dilute solid solution,

k = exp(c − H/(RT)),

where H is the enthalpy of moving a mole of solute from the liquid into the solid, and Rc is the corresponding entropy without the mixing terms. A positive H means that the solute has the higher enthalpy in the solid, so k rises with temperature.

```lean
/-- Distribution coefficient of the solute between solid and liquid, with enthalpy `H` and
constant `c`; for nonzero `R` and `T`. -/
def distributionCoeff (c H R T : ℝ) : ℝ := Real.exp (c - H / (R * T))
```

The solubility is the product x_s = k · x_l.

```lean
/-- Solid solubility: the distribution coefficient times the solute fraction of the liquid;
for nonzero `R`, `T`, `Tm`. -/
def solidSolubility (c H L R Tm T : ℝ) : ℝ :=
  distributionCoeff c H R T * liquidusSolute L R Tm T
```

The candidate for the maximum is T*, written as the reciprocal of the right-hand side above.

```lean
/-- The temperature `T*` with `1/T* = 1/Tm + (R/L) ln(1 + L/H)`; for positive `H`, `L`, `R`,
`Tm`. -/
def retrogradeTemp (H L R Tm : ℝ) : ℝ := 1 / (1 / Tm + R / L * Real.log (1 + L / H))
```

For 0 < T < Tm we have 1/T > 1/Tm, so the exponential in x_l lies strictly between 0 and 1, and so does x_l. In Lean, `Ioo 0 Tm` is the open interval from 0 to Tm.

```lean
/-- For positive `L` and `R` and a temperature between zero and the melting point, the solute
fraction of the liquid lies strictly between 0 and 1. -/
theorem liquidusSolute_mem (hL : 0 < L) (hR : 0 < R) (hT : T ∈ Ioo 0 Tm) :
    liquidusSolute L R Tm T ∈ Ioo 0 1 := by
  have h1 : 0 < 1 / T - 1 / Tm := sub_pos.2 (one_div_lt_one_div_of_lt hT.1 hT.2)
  have h2 : 0 < L / R * (1 / T - 1 / Tm) := mul_pos (div_pos hL hR) h1
  have h3 : Real.exp (-(L / R) * (1 / T - 1 / Tm)) < 1 :=
    Real.exp_lt_one_iff.2 (by linarith)
  have h4 := Real.exp_pos (-(L / R) * (1 / T - 1 / Tm))
  unfold liquidusSolute
  constructor <;> linarith
```

The solubility x_s is positive too, but it need not stay below 1. A large c can push it beyond the dilute range, or even above 1, where the model loses its meaning although the theorems still apply.

## The slope and its sign

The two factors have the derivatives

dk/dT = k H/(RT²),

dx_l/dT = −(1 − x_l) L/(RT²).

The product rule then gives

RT² dx_s/dT = k (H x_l − L(1 − x_l)).

As T rises, the first term in the bracket favours the solid through k, while the second records the loss of solute from the liquid.

The theorem states differentiability as well as the value of the slope. Its proof applies the product rule to the two exponentials, names them `k` and `y`, and leaves the remaining algebra to `linear_combination`.

```lean
/-- Slope of the solubility curve at nonzero `R` and `T`: `R T²` times the slope is the
distribution coefficient times `H x - L (1 - x)`, with `x` the solute fraction of the liquid. -/
theorem solubility_slope (hR : R ≠ 0) (hT : T ≠ 0) :
    DifferentiableAt ℝ (solidSolubility c H L R Tm) T ∧
      R * T ^ 2 * deriv (solidSolubility c H L R Tm) T =
        distributionCoeff c H R T *
          (H * liquidusSolute L R Tm T - L * (1 - liquidusSolute L R Tm T)) := by
  have e : ∀ t : ℝ, H / (R * t) = H / R * t⁻¹ := fun t => by ring
  have hfun : solidSolubility c H L R Tm = fun t =>
      Real.exp (c - H / R * t⁻¹) * (1 - Real.exp (-(L / R) * (t⁻¹ - Tm⁻¹))) := by
    funext t
    simp only [solidSolubility, distributionCoeff, liquidusSolute, one_div, e]
  have hinv : HasDerivAt (fun t : ℝ => t⁻¹) (-(T ^ 2)⁻¹) T := hasDerivAt_inv hT
  have h1 := ((hinv.const_mul (H / R)).const_sub c).exp
  have h2 := (((hinv.sub_const Tm⁻¹).const_mul (-(L / R))).exp).const_sub 1
  have h := h1.fun_mul h2
  rw [hfun]
  refine ⟨h.differentiableAt, ?_⟩
  rw [h.deriv]
  simp only [distributionCoeff, liquidusSolute, one_div, e]
  generalize Real.exp (c - H / R * T⁻¹) = k
  generalize Real.exp (-(L / R) * (T⁻¹ - Tm⁻¹)) = y
  have hc : R * T ^ 2 * (R⁻¹ * (T ^ 2)⁻¹) = 1 := by field_simp
  linear_combination (k * (H * (1 - y) - L * y)) * hc
```

To find the sign of the bracket, write it as H − (H + L)(1 − x_l). The definition of T* says that

exp((L/R)(1/T* − 1/Tm)) = 1 + L/H,

so H + L = H exp((L/R)(1/T* − 1/Tm)). Multiplying by 1 − x_l = exp(−(L/R)(1/T − 1/Tm)) cancels Tm:

H x_l − L(1 − x_l) = H (1 − exp((L/R)(1/T* − 1/T))).

For positive temperatures this is positive when T < T*, zero at T*, and negative when T > T*. In the proof, `harg` splits the exponent into the logarithm and the liquidus term.

```lean
/-- For positive `H`, `L`, `R`, the factor that sets the sign of the slope is
`H (1 - exp((L/R)(1/T* - 1/T)))`. -/
theorem slope_factor (hH : 0 < H) (hL : 0 < L) (hR : 0 < R) :
    H * liquidusSolute L R Tm T - L * (1 - liquidusSolute L R Tm T) =
      H * (1 - Real.exp (L / R * (1 / retrogradeTemp H L R Tm - 1 / T))) := by
  have hlog : Real.exp (Real.log (1 + L / H)) = 1 + L / H := Real.exp_log (by positivity)
  have harg : L / R * (1 / retrogradeTemp H L R Tm - 1 / T) =
      Real.log (1 + L / H) + -(L / R) * (1 / T - 1 / Tm) := by
    rw [retrogradeTemp, one_div_one_div]
    have h : L / R * (R / L) = 1 := by field_simp
    linear_combination Real.log (1 + L / H) * h
  rw [harg, Real.exp_add, hlog, liquidusSolute]
  have h2 : H * (L / H) = L := by field_simp
  linear_combination Real.exp (-(L / R) * (1 / T - 1 / Tm)) * h2
```

## One maximum, below the melting point

Since L/H > 0, the logarithm ln(1 + L/H) is positive. Hence 1/T* > 1/Tm > 0, which means 0 < T* < Tm.

```lean
/-- For positive `H`, `L`, `R`, `Tm`, the temperature `T*` is positive and lies below the
melting point of the solvent. -/
theorem retrogradeTemp_mem (hH : 0 < H) (hL : 0 < L) (hR : 0 < R) (hTm : 0 < Tm) :
    retrogradeTemp H L R Tm ∈ Ioo 0 Tm := by
  have hlog : 0 < Real.log (1 + L / H) :=
    Real.log_pos (by linarith [div_pos hL hH])
  have hq : 0 < R / L * Real.log (1 + L / H) := mul_pos (div_pos hR hL) hlog
  have hm : 0 < 1 / Tm := one_div_pos.2 hTm
  refine ⟨one_div_pos.2 (by linarith), ?_⟩
  have h := one_div_lt_one_div_of_lt hm (lt_add_of_pos_right (1 / Tm) hq)
  rwa [one_div_one_div] at h
```

The factors k and RT² are positive, so the slope has the sign of the bracket. The solubility rises strictly on 0 < T ≤ T* and falls strictly on T* ≤ T ≤ Tm. These ranges are `Ioc` and `Icc` in Lean, and both contain T*. Each half of the proof combines continuity on the whole interval with the sign of the derivative in its interior.

```lean
/-- For positive `H`, `L`, `R`, `Tm`, the solid solubility rises strictly with temperature up to
`T*` and falls strictly from `T*` to the melting point. -/
theorem solubility_rises_then_falls (hH : 0 < H) (hL : 0 < L) (hR : 0 < R) (hTm : 0 < Tm) :
    StrictMonoOn (solidSolubility c H L R Tm) (Ioc 0 (retrogradeTemp H L R Tm)) ∧
      StrictAntiOn (solidSolubility c H L R Tm) (Icc (retrogradeTemp H L R Tm) Tm) := by
  have hs := (retrogradeTemp_mem hH hL hR hTm).1
  constructor
  · refine strictMonoOn_of_deriv_pos (convex_Ioc _ _) (fun t ht =>
      (solubility_slope hR.ne' ht.1.ne').1.continuousAt.continuousWithinAt) fun t ht => ?_
    rw [interior_Ioc] at ht
    have hd := (solubility_slope (c := c) (H := H) (L := L) (Tm := Tm) hR.ne' ht.1.ne').2
    rw [slope_factor hH hL hR] at hd
    -- below `T*` the exponential is smaller than one
    have he := Real.exp_lt_one_iff.2 (mul_neg_of_pos_of_neg (div_pos hL hR)
      (sub_neg.2 (one_div_lt_one_div_of_lt ht.1 ht.2)))
    have hp := mul_pos (Real.exp_pos (c - H / (R * t))) (mul_pos hH (sub_pos.2 he))
    have hRt : 0 < R * t ^ 2 := mul_pos hR (pow_pos ht.1 2)
    change _ = Real.exp (c - H / (R * t)) * _ at hd
    rw [← hd] at hp
    exact (mul_pos_iff_of_pos_left hRt).1 hp
  · refine strictAntiOn_of_deriv_neg (convex_Icc _ _) (fun t ht =>
      (solubility_slope hR.ne' (hs.trans_le ht.1).ne').1.continuousAt.continuousWithinAt)
      fun t ht => ?_
    rw [interior_Icc] at ht
    have ht0 := hs.trans ht.1
    have hd := (solubility_slope (c := c) (H := H) (L := L) (Tm := Tm) hR.ne' ht0.ne').2
    rw [slope_factor hH hL hR] at hd
    -- above `T*` the exponential exceeds one
    have he := Real.one_lt_exp_iff.2 (mul_pos (div_pos hL hR)
      (sub_pos.2 (one_div_lt_one_div_of_lt hs ht.1)))
    have hp := mul_neg_of_pos_of_neg (Real.exp_pos (c - H / (R * t)))
      (mul_neg_of_pos_of_neg hH (sub_neg.2 he))
    have hRt : 0 < R * t ^ 2 := mul_pos hR (pow_pos ht0 2)
    change _ = Real.exp (c - H / (R * t)) * _ at hd
    rw [← hd] at hp
    by_contra hn
    exact absurd hp (not_lt_of_ge (mul_nonneg hRt.le (not_lt.1 hn)))
```

Any other temperature T in the range lies on one side of T*. If T < T*, the rising branch gives x_s(T) < x_s(T*); if T > T*, the falling branch gives the same inequality. The inequality is strict, so the maximum is unique.

```lean
/-- Retrograde solubility: for positive `H`, `L`, `R`, `Tm`, the temperature `T*` lies between
zero and the melting point, and the solid solubility there exceeds that at every other
temperature in this range. -/
theorem retrograde_solubility (hH : 0 < H) (hL : 0 < L) (hR : 0 < R) (hTm : 0 < Tm) :
    retrogradeTemp H L R Tm ∈ Ioo 0 Tm ∧
      ∀ T ∈ Ioo 0 Tm, T ≠ retrogradeTemp H L R Tm →
        solidSolubility c H L R Tm T <
          solidSolubility c H L R Tm (retrogradeTemp H L R Tm) := by
  have hs := retrogradeTemp_mem hH hL hR hTm
  obtain ⟨hmono, hanti⟩ := solubility_rises_then_falls (c := c) hH hL hR hTm
  refine ⟨hs, fun T hT hne => ?_⟩
  rcases lt_or_gt_of_ne hne with h | h
  · exact hmono ⟨hT.1, h.le⟩ ⟨hs.1, le_rfl⟩ h
  · exact hanti ⟨le_rfl, hs.2.le⟩ ⟨h.le, hT.2.le⟩ h
```

## The liquid at the maximum, with numbers

At T* the bracket vanishes, so H x_l = L(1 − x_l), and

x_l(T*) = L/(H + L).

This liquid composition does not depend on c, R or Tm.

```lean
/-- For positive `H`, `L`, `R`, the liquid at `T*` has solute fraction `L/(H + L)`. -/
theorem liquidus_at_retrogradeTemp (hH : 0 < H) (hL : 0 < L) (hR : 0 < R) :
    liquidusSolute L R Tm (retrogradeTemp H L R Tm) = L / (H + L) := by
  have h := slope_factor (Tm := Tm) (T := retrogradeTemp H L R Tm) hH hL hR
  rw [sub_self, mul_zero, Real.exp_zero, sub_self, mul_zero] at h
  rw [eq_div_iff (add_pos hH hL).ne']
  linarith
```

Take the invented values Tm = 1500 K, L/R = 6000 K, H/R = 12000 K and c = 0. Then L/H = 1/2, and

1/T* = 1/1500 + ln(1.5)/6000 ≈ 7.342 × 10⁻⁴ K⁻¹,

so T* ≈ 1362 K. The liquid there has x_l = 1/3, and k ≈ exp(−8.811) ≈ 1.49 × 10⁻⁴, which gives x_s ≈ 4.97 × 10⁻⁵. At 1300 K the same formulas give about 4.50 × 10⁻⁵, and at 1450 K about 3.28 × 10⁻⁵. Both are lower, as they should be.

## Two temperatures for one solubility

Choose T between T* and Tm, and let s = x_s(T), so that 0 < s < x_s(T*). On the other side of T* the solubility must pass through s again. To see this, set

q = |c| + |ln s| + 1,

1/T₀ = 1/T* + (R/H) q.

Then 0 < T₀ < T*, and k(T₀) = exp(c − H/(RT*) − q) < s. Because x_l < 1, also x_s(T₀) < s. The intermediate value theorem gives a temperature between T₀ and T* where the solubility equals s, and the strict rise up to T* allows only one.

```lean
/-- For positive `H`, `L`, `R`, `Tm`, each temperature between `T*` and the melting point has
exactly one partner between zero and `T*` with the same solid solubility. -/
theorem existsUnique_partner (hH : 0 < H) (hL : 0 < L) (hR : 0 < R) (hTm : 0 < Tm)
    (hT : T ∈ Ioo (retrogradeTemp H L R Tm) Tm) :
    ∃! T' : ℝ, T' ∈ Ioo 0 (retrogradeTemp H L R Tm) ∧
      solidSolubility c H L R Tm T' = solidSolubility c H L R Tm T := by
  obtain ⟨hs, hmax⟩ := retrograde_solubility (c := c) hH hL hR hTm
  have hmono := (solubility_rises_then_falls (c := c) hH hL hR hTm).1
  have hT0 : T ∈ Ioo 0 Tm := ⟨hs.1.trans hT.1, hT.2⟩
  have hlt := hmax T hT0 hT.1.ne'
  have hpos : 0 < solidSolubility c H L R Tm T :=
    mul_pos (Real.exp_pos _) (liquidusSolute_mem hL hR hT0).1
  generalize solidSolubility c H L R Tm T = s at hlt hpos ⊢
  generalize retrogradeTemp H L R Tm = Ts at hs hmono hlt ⊢
  -- a temperature so low that the solubility is below `s`
  obtain ⟨q, hq⟩ : ∃ q, q = |c| + |Real.log s| + 1 := ⟨_, rfl⟩
  have hq0 : 0 < q := by rw [hq]; positivity
  have hu : 0 < 1 / Ts := one_div_pos.2 hs.1
  have hv : 0 < R / H * q := mul_pos (div_pos hR hH) hq0
  obtain ⟨T0, hT0def⟩ : ∃ T0, T0 = 1 / (1 / Ts + R / H * q) := ⟨_, rfl⟩
  have h0 : 0 < T0 := by rw [hT0def]; exact one_div_pos.2 (by linarith)
  have h1 : T0 < Ts := by
    have h := one_div_lt_one_div_of_lt hu (lt_add_of_pos_right (1 / Ts) hv)
    rwa [one_div_one_div, ← hT0def] at h
  have harg : H / (R * T0) = H / R * (1 / Ts) + q := by
    have e : ∀ w : ℝ, H / (R * (1 / w)) = H / R * w := fun w => by
      simp only [div_eq_mul_inv, mul_inv, inv_inv]
      ring
    have h : H / R * (R / H) = 1 := by field_simp
    rw [hT0def, e]
    linear_combination q * h
  have hlow : solidSolubility c H L R Tm T0 < s := by
    have hk : distributionCoeff c H R T0 < s := by
      rw [distributionCoeff, ← Real.lt_log_iff_exp_lt hpos, harg]
      have hp : 0 < H / R * (1 / Ts) := mul_pos (div_pos hH hR) hu
      linarith [le_abs_self c, neg_abs_le (Real.log s)]
    have hx := (liquidusSolute_mem hL hR ⟨h0, h1.trans hs.2⟩).2
    exact (mul_lt_of_lt_one_right (Real.exp_pos _) hx).trans hk
  have hcont : ContinuousOn (solidSolubility c H L R Tm) (Icc T0 Ts) := fun t ht =>
    (solubility_slope hR.ne' (h0.trans_le ht.1).ne').1.continuousAt.continuousWithinAt
  obtain ⟨t, ht, hts⟩ := intermediate_value_Ioo h1.le hcont ⟨hlow, hlt⟩
  refine ⟨t, ⟨⟨h0.trans ht.1, ht.2⟩, hts⟩, fun t' ht' => ?_⟩
  exact hmono.injOn ⟨ht'.1.1, ht'.1.2.le⟩ ⟨h0.trans ht.1, ht.2.le⟩ (ht'.2.trans hts.symm)
```

This matters for a program that computes a phase boundary from this constant-parameter, ideal-liquid model: for 0 < s < x_s(T*), the equation x_s(T) = s has two solutions between 0 and Tm, one on each side of T*. A search confined to one side of T* can find only the solution on that side, and the formula for T* supplies the dividing point. Near Tm the liquidus formula subtracts nearly equal numbers twice, in 1/T − 1/Tm and in 1 − exp(…). Both losses of accuracy are avoided by coding it as `-expm1(-L*(Tm - T)/(R*T*Tm))`.

The curve describes equilibrium with the liquid only. In a real alloy a eutectic or another solid phase can end that equilibrium above T*, and the maximum is then not reached.

## Why H must be positive

If H ≤ 0, then H x_l ≤ 0, while L(1 − x_l) > 0. The bracket in the slope is negative at every temperature between 0 and Tm, so the solubility falls strictly over the whole range and has no interior maximum. The proof uses the same slope formula, now without T*.

```lean
/-- For `H ≤ 0` and positive `L` and `R`, the solid solubility falls strictly with temperature
over the whole range from zero to the melting point. -/
theorem no_maximum_of_nonpos (hH : H ≤ 0) (hL : 0 < L) (hR : 0 < R) :
    StrictAntiOn (solidSolubility c H L R Tm) (Ioo 0 Tm) := by
  refine strictAntiOn_of_deriv_neg (convex_Ioo _ _) (fun t ht =>
    (solubility_slope hR.ne' ht.1.ne').1.continuousAt.continuousWithinAt) fun t ht => ?_
  rw [interior_Ioo] at ht
  have hd := (solubility_slope (c := c) (H := H) (L := L) (Tm := Tm) hR.ne' ht.1.ne').2
  have hx := liquidusSolute_mem hL hR ht
  have h1 := mul_nonpos_of_nonpos_of_nonneg hH hx.1.le
  have h2 := mul_pos hL (sub_pos.2 hx.2)
  have hk : 0 < distributionCoeff c H R t := Real.exp_pos _
  have hp := mul_neg_of_pos_of_neg hk (sub_neg.2 (h1.trans_lt h2))
  rw [← hd] at hp
  by_contra hn
  exact absurd hp (not_lt_of_ge
    (mul_nonneg (mul_pos hR (pow_pos ht.1 2)).le (not_lt.1 hn)))

end

end RetrogradeSolubility
```

```lean
#print axioms RetrogradeSolubility.retrograde_solubility
-- 'RetrogradeSolubility.retrograde_solubility' depends on axioms: [propext, Classical.choice, Quot.sound]
#print axioms RetrogradeSolubility.liquidus_at_retrogradeTemp
-- 'RetrogradeSolubility.liquidus_at_retrogradeTemp' depends on axioms: [propext, Classical.choice, Quot.sound]
#print axioms RetrogradeSolubility.existsUnique_partner
-- 'RetrogradeSolubility.existsUnique_partner' depends on axioms: [propext, Classical.choice, Quot.sound]
#print axioms RetrogradeSolubility.no_maximum_of_nonpos
-- 'RetrogradeSolubility.no_maximum_of_nonpos' depends on axioms: [propext, Classical.choice, Quot.sound]
```
